# Uniformly small density ripples with arbitrarily large one-orbital potentials

Take the density \(1+\tfrac12\cos 2x\) on the line. Its second derivative at the crest \(x=0\) is \(-2\). Now double the wave number and halve the amplitude: \(1+\tfrac14\cos 4x\) lies closer to the uniform density 1, but its second derivative at the crest is \(-4\). The potential that has the square root of the density as a zero-energy orbital depends on this curvature. At the crest it goes from \(-\tfrac13\) to \(-\tfrac45\), while the density moves closer to uniform.

## From the ripple to its potential

For real \(k>1\) let \(n_k(x)=1+\cos(kx)/k\). Since \(|\cos|\le 1\), we have \(|n_k(x)-1|\le 1/k<1\), so \(n_k\) is positive everywhere.

In atomic units, an orbital \(\varphi=\sqrt n\) at zero energy obeys \(-\tfrac12\varphi''+v\varphi=0\), which gives \(v=\varphi''/(2\varphi)\). Differentiating twice,
\[
\varphi'=\frac{n'}{2\sqrt n},\qquad
\varphi''=\frac{n''}{2\sqrt n}-\frac{n'^2}{4n^{3/2}},\qquad
v=\frac{n''}{4n}-\frac{n'^2}{8n^2}.
\]
A constant factor in \(n\) cancels, so rescaling the density does not affect \(v\). The ripple has infinite integral over the line, so \(\sqrt{n_k}\) is not a normalisable state there; it can be normalised on a ring whose circumference is a whole multiple of \(2\pi/k\), with the same potential. For the ripple, \(n_k'=-\sin(kx)\) and \(n_k''=-k\cos(kx)\), hence
\[
v_k(x)=-\frac{k\cos(kx)}{4n_k(x)}-\frac{\sin^2(kx)}{8n_k(x)^2}.
\]
At the crest \(n_k=(k+1)/k\), and at the trough \(x=\pi/k\) it is \((k-1)/k\). The sine vanishes at both points, so
\[
v_k(0)=-\frac{k^2}{4(k+1)},\qquad v_k(\pi/k)=\frac{k^2}{4(k-1)}.
\]
Because \(k+1<2k\), the first value is below \(-k/8\) and tends to \(-\infty\). The second is above \(k/4\), hence above \(k/8\).

A potential is fixed only up to a constant, so the comparison with the uniform density, whose potential is 0, must allow a shift \(c\). Given \(\varepsilon>0\) and \(M\), choose \(k>1\) with \(k\ge 1/\varepsilon\) and \(k>8M\). The density is then within \(\varepsilon\) of 1, while \(v_k(0)<-M\) and \(v_k(\pi/k)>M\). If \(c\le0\), then \(v_k(\pi/k)-c>M\); if \(c\ge0\), then \(v_k(0)-c<-M\). No constant repairs both points.

For density inversion in Kohn–Sham work, this shows in a one-dimensional, one-orbital model that a small pointwise density error does not by itself bound the pointwise error in the potential, even after the best constant shift.

## Density and potential as Lean functions

```lean
import Mathlib

open Real Filter

namespace IllPosedDensityInversion

noncomputable section
```

The density is a real function of a real wave number and a real position.

```lean
/-- The rippled density `1 + cos (k x) / k`, for a nonzero wave number `k`. -/
def ripple (k x : ℝ) : ℝ := 1 + cos (k * x) / k
```

The potential is built from actual derivatives of \(\sqrt n\). Lean's `deriv` returns 0 where no derivative exists, so the definition carries its physical meaning only for positive, twice differentiable densities.

```lean
/-- The one-orbital inverted potential `(√n)'' / (2 √n)` in atomic units, for a density `n` that is
positive and twice differentiable. -/
def invertedPotential (n : ℝ → ℝ) (x : ℝ) : ℝ :=
  deriv (deriv (fun y => √(n y))) x / (2 * √(n x))
```

The next theorem ties this definition to the Schrödinger equation. Here `φ'` is the first derivative of the orbital, `φ2` its second derivative at `x`, and `v` a candidate value of the potential. The equation holds at `x` exactly when `v` is the inverted potential; the proof clears the nonzero denominator \(2\sqrt n\).

```lean
/-- Let the orbital `√n` be differentiable everywhere, with a second derivative at `x`, and let the
density be positive at `x`. Then the inverted potential at `x` is the only value `v` for which `√n`
obeys the Schrödinger equation at zero energy at that point. -/
theorem schrodinger_iff (n φ' : ℝ → ℝ) (φ2 v x : ℝ) (hx : 0 < n x)
    (h1 : ∀ y, HasDerivAt (fun z => √(n z)) (φ' y) y) (h2 : HasDerivAt φ' φ2 x) :
    -(1 / 2) * φ2 + v * √(n x) = 0 ↔ v = invertedPotential n x := by
  have hs : √(n x) ≠ 0 := (Real.sqrt_pos.2 hx).ne'
  have hd : deriv (fun z => √(n z)) = φ' := funext fun y => (h1 y).deriv
  rw [invertedPotential, hd, h2.deriv, eq_div_iff (mul_ne_zero two_ne_zero hs)]
  constructor <;> intro h <;> linarith
```

## The potential in terms of the density

The general formula assumes a positive density with first derivative `n'` everywhere and second derivative `n2` at `x`. The steps `hfirst` and `hsecond` are the two differentiations above, and `key` is the remaining algebra, with `s` standing for \(\sqrt n\).

```lean
/-- For a positive, differentiable density with a second derivative at `x`, the inverted potential
there is `n'' / (4 n) - n'² / (8 n²)`. -/
theorem invertedPotential_eq (n n' : ℝ → ℝ) (n2 x : ℝ) (hpos : ∀ y, 0 < n y)
    (h1 : ∀ y, HasDerivAt n (n' y) y) (h2 : HasDerivAt n' n2 x) :
    invertedPotential n x = n2 / (4 * n x) - n' x ^ 2 / (8 * n x ^ 2) := by
  have hs : √(n x) ≠ 0 := (Real.sqrt_pos.2 (hpos x)).ne'
  -- first derivative of the orbital, at every point
  have hfirst : deriv (fun y => √(n y)) = fun y => n' y / (2 * √(n y)) :=
    funext fun y => ((h1 y).sqrt (hpos y).ne').deriv
  -- second derivative of the orbital, at x
  have hsecond : HasDerivAt (fun y => n' y / (2 * √(n y)))
      ((n2 * (2 * √(n x)) - n' x * (2 * (n' x / (2 * √(n x))))) / (2 * √(n x)) ^ 2) x :=
    h2.fun_div (((h1 x).sqrt (hpos x).ne').const_mul 2) (mul_ne_zero two_ne_zero hs)
  have key : ∀ s a b : ℝ, s ≠ 0 →
      (b * (2 * s) - a * (2 * (a / (2 * s)))) / (2 * s) ^ 2 / (2 * s)
        = b / (4 * s ^ 2) - a ^ 2 / (8 * (s ^ 2) ^ 2) := by
    intro s a b h
    field_simp
    ring
  rw [invertedPotential, hfirst, hsecond.deriv, key _ _ _ hs, Real.sq_sqrt (hpos x).le]
```

## Closeness, positivity and the extreme values

The bound on the cosine gives closeness, and closeness gives positivity for \(k>1\).

```lean
/-- For positive `k` the rippled density differs from the uniform density by at most `1 / k`
everywhere. -/
theorem ripple_close {k : ℝ} (hk : 0 < k) (x : ℝ) : |ripple k x - 1| ≤ 1 / k := by
  rw [ripple, add_sub_cancel_left, abs_div, abs_of_pos hk]
  gcongr
  exact abs_cos_le_one _

/-- For `k > 1` the rippled density is positive everywhere. -/
theorem ripple_pos {k : ℝ} (hk : 1 < k) (x : ℝ) : 0 < ripple k x := by
  have hk0 : 0 < k := by linarith
  have h := (abs_le.1 (ripple_close hk0 x)).1
  have h' : 1 / k < 1 := (div_lt_one hk0).2 hk
  linarith
```

The chain rule supplies `h1` and `h2`, the two derivatives of the ripple, which are inserted into the general formula.

```lean
/-- The inverted potential of the rippled density at every point, for `k > 1`. -/
theorem ripple_potential {k : ℝ} (hk : 1 < k) (x : ℝ) :
    invertedPotential (ripple k) x =
      -(k * cos (k * x)) / (4 * ripple k x) - sin (k * x) ^ 2 / (8 * ripple k x ^ 2) := by
  have hk0 : k ≠ 0 := by linarith
  have hl : ∀ y : ℝ, HasDerivAt (fun z => k * z) k y := fun y => by
    simpa using (hasDerivAt_id' y).const_mul k
  have h1 : ∀ y, HasDerivAt (ripple k) (-sin (k * y)) y := fun y => by
    have h : HasDerivAt (ripple k) (-sin (k * y) * k / k) y :=
      ((hl y).cos.div_const k).const_add 1
    rwa [mul_div_cancel_right₀ _ hk0] at h
  have h2 : HasDerivAt (fun y => -sin (k * y)) (-(cos (k * x) * k)) x := (hl x).sin.fun_neg
  have h : invertedPotential (ripple k) x =
      -(cos (k * x) * k) / (4 * ripple k x) - (-sin (k * x)) ^ 2 / (8 * ripple k x ^ 2) :=
    invertedPotential_eq (ripple k) (fun y => -sin (k * y)) _ x (ripple_pos hk) h1 h2
  rw [h]
  ring
```

Evaluation at the crest and the trough first computes the density there (`hn`), then simplifies.

```lean
/-- At the density crest `x = 0` the inverted potential is `-k² / (4 (k + 1))`, for `k > 1`. -/
theorem potential_crest {k : ℝ} (hk : 1 < k) :
    invertedPotential (ripple k) 0 = -k ^ 2 / (4 * (k + 1)) := by
  have hk0 : k ≠ 0 := by linarith
  have hk1 : k + 1 ≠ 0 := by linarith
  have hn : ripple k 0 = (k + 1) / k := by
    rw [ripple, mul_zero, cos_zero, add_div, div_self hk0]
  rw [ripple_potential hk, hn, mul_zero, cos_zero, sin_zero, zero_pow two_ne_zero, zero_div,
    sub_zero]
  field_simp

/-- At the density trough `x = π / k` the inverted potential is `k² / (4 (k - 1))`, for `k > 1`. -/
theorem potential_trough {k : ℝ} (hk : 1 < k) :
    invertedPotential (ripple k) (π / k) = k ^ 2 / (4 * (k - 1)) := by
  have hk0 : k ≠ 0 := by linarith
  have hk1 : k - 1 ≠ 0 := by linarith
  have hx : k * (π / k) = π := by field_simp
  have hn : ripple k (π / k) = (k - 1) / k := by
    rw [ripple, hx, cos_pi]
    field_simp
    ring
  rw [ripple_potential hk, hn, hx, cos_pi, sin_pi, zero_pow two_ne_zero, zero_div, sub_zero]
  field_simp
```

For the limit, any bound `b` is reached once \(k>1\) and \(k\ge-8b\). The `nlinarith` call establishes the estimate by \(-k/8\).

```lean
/-- The inverted potential at the density crest tends to minus infinity as `k` grows. -/
theorem potential_crest_tendsto :
    Tendsto (fun k => invertedPotential (ripple k) 0) atTop atBot := by
  refine tendsto_atBot.2 fun b => ?_
  filter_upwards [eventually_gt_atTop (1 : ℝ), eventually_ge_atTop (-8 * b)] with k hk hb
  rw [potential_crest hk, div_le_iff₀ (by linarith)]
  nlinarith [mul_nonneg (by linarith : 0 ≤ k + 1) (by linarith : 0 ≤ k + 8 * b),
    mul_pos (by linarith : 0 < k) (by linarith : 0 < k - 1)]
```

## No constant shift removes the large difference

The uniform density has zero inverted potential.

```lean
/-- The inverted potential of the uniform density vanishes. -/
theorem uniform_potential (x : ℝ) : invertedPotential (fun _ => 1) x = 0 := by
  simp [invertedPotential]
```

In the final theorem `k` is chosen before `c`: one ripple defeats every shift, and only the point `x` depends on the shift. The proof takes \(k=2+1/\varepsilon+8|M|\), obtains `hcrest` and `htrough`, and splits on the sign of `c`.

```lean
/-- For any given `ε > 0` and `M`, some positive rippled density with `k > 1` lies within `ε` of the
uniform one everywhere, while for every constant `c` its inverted potential differs somewhere by
more than `M` from the uniform density's inverted potential shifted by `c`. -/
theorem inversion_ill_posed (ε M : ℝ) (hε : 0 < ε) :
    ∃ k : ℝ, 1 < k ∧ (∀ x, 0 < ripple k x ∧ |ripple k x - 1| ≤ ε) ∧
      ∀ c : ℝ, ∃ x,
        M < |invertedPotential (ripple k) x - (invertedPotential (fun _ => 1) x + c)| := by
  obtain ⟨k, hk, hkε, hkM⟩ : ∃ k : ℝ, 1 < k ∧ 1 / ε ≤ k ∧ 8 * M < k := by
    have ha : 0 < 1 / ε := by positivity
    have hb := abs_nonneg M
    have hc := le_abs_self M
    exact ⟨2 + 1 / ε + 8 * |M|, by linarith, by linarith, by linarith⟩
  have hk0 : 0 < k := by linarith
  have hclose : 1 / k ≤ ε := by
    have h := (div_le_iff₀ hε).1 hkε
    exact (div_le_iff₀ hk0).2 (by linarith)
  -- the potential is deep at the crest and high at the trough
  have hcrest : invertedPotential (ripple k) 0 < -M := by
    rw [potential_crest hk, div_lt_iff₀ (by linarith)]
    nlinarith [mul_pos (by linarith : 0 < k + 1) (by linarith : 0 < k - 8 * M),
      mul_pos hk0 (by linarith : 0 < k - 1)]
  have htrough : M < invertedPotential (ripple k) (π / k) := by
    rw [potential_trough hk, lt_div_iff₀ (by linarith)]
    nlinarith [mul_pos (by linarith : 0 < k - 1) (by linarith : 0 < k - 8 * M),
      mul_pos hk0 hk0]
  refine ⟨k, hk, fun x => ⟨ripple_pos hk x, (ripple_close hk0 x).trans hclose⟩, fun c => ?_⟩
  -- a constant shift can repair at most one of the two points
  rcases le_total c 0 with hc | hc
  · refine ⟨π / k, ?_⟩
    rw [uniform_potential]
    exact lt_of_lt_of_le (by linarith) (le_abs_self _)
  · refine ⟨0, ?_⟩
    rw [uniform_potential]
    exact lt_of_lt_of_le (by linarith) (neg_le_abs _)

end

end IllPosedDensityInversion
```

Closeness here means the largest pointwise deviation of the density. A measure of distance that also included second derivatives would not call these ripples small, since \(n_k''(0)=-k\). The theorem concerns a single orbital on the whole line and makes no statement about several orbitals or three dimensions.

```lean
#print axioms IllPosedDensityInversion.schrodinger_iff
#print axioms IllPosedDensityInversion.potential_crest_tendsto
#print axioms IllPosedDensityInversion.uniform_potential
#print axioms IllPosedDensityInversion.inversion_ill_posed
```

```
'IllPosedDensityInversion.schrodinger_iff' depends on axioms: [propext, Classical.choice, Quot.sound]
'IllPosedDensityInversion.potential_crest_tendsto' depends on axioms: [propext, Classical.choice, Quot.sound]
'IllPosedDensityInversion.uniform_potential' depends on axioms: [propext, Classical.choice, Quot.sound]
'IllPosedDensityInversion.inversion_ill_posed' depends on axioms: [propext, Classical.choice, Quot.sound]
```
